# A finite master equation whose states can all reach one another has at most one stationary distribution, with every state populated

For the master equation $\dot p = Wp$, one must first choose which index of $W$ marks the origin of a jump. Here $W_{ij}$ with $i\neq j$, in Lean `W i j`, is the constant rate of the jump $j\to i$. Conservation of probability then means zero column sums, $\sum_i W_{ij}=0$. This is kept as a separate hypothesis and enters only in the Boltzmann theorem.

```lean
import Mathlib

open Matrix

namespace MasterEquationStationary

variable {n : Type*} [Fintype n]
```

The type `n` is the finite set of states. A vector `n → ℝ` gives each state a real number.

```lean
/-- A stationary distribution of the master equation `p' = W p`: nonnegative populations
with total one that `W` sends to zero. -/
structure IsStationaryDistribution (W : Matrix n n ℝ) (p : n → ℝ) : Prop where
  nonneg : ∀ i, 0 ≤ p i
  sum_one : ∑ i, p i = 1
  stationary : W *ᵥ p = 0
```

A stationary distribution satisfies $p_i\ge 0$, $\sum_i p_i=1$ and $Wp=0$; `*ᵥ` is the matrix–vector product. The general theorems below about stationary distributions take such a $p$ as given. They prove neither its existence nor relaxation towards it in time.

```lean
/-- Every state can be reached from every other through a chain of jumps with positive rates,
where `W b a` is the rate of the jump from `a` to `b`. -/
def Connected (W : Matrix n n ℝ) : Prop :=
  ∀ i j, Relation.ReflTransGen (fun a b => 0 < W b a) i j
```

`Connected W` says that each state can be reached from every other through jumps of positive rate. `Relation.ReflTransGen` allows chains of any finite length, including length zero.

```lean
/-- With nonnegative off-diagonal rates, a nonnegative stationary vector that populates `a`
also populates each state `b` fed from `a` at a positive rate. -/
theorem pos_of_jump {W : Matrix n n ℝ} (hW : ∀ i j, i ≠ j → 0 ≤ W i j)
    {v : n → ℝ} (hv : ∀ i, 0 ≤ v i) (hst : W *ᵥ v = 0) {a b : n}
    (ha : 0 < v a) (hab : 0 < W b a) : 0 < v b := by
  by_contra hb
  have hb0 : v b = 0 := le_antisymm (not_lt.mp hb) (hv b)
  have hsum : ∑ i, W b i * v i = 0 := congrFun hst b
  -- at an empty state there is no outflow, so every term of the balance is an inflow
  have hterm : ∀ i ∈ Finset.univ, 0 ≤ W b i * v i := by
    intro i _
    by_cases hi : b = i
    · rw [← hi, hb0, mul_zero]
    · exact mul_nonneg (hW b i hi) (hv i)
  have hzero := (Finset.sum_eq_zero_iff_of_nonneg hterm).1 hsum a (Finset.mem_univ a)
  exact (mul_pos hab ha).ne' hzero
```

Let $v\ge 0$, $Wv=0$, $v_a>0$ and $W_{ba}>0$. Suppose $v_b=0$. The balance at $b$ reads

$$0=\sum_i W_{bi}v_i .$$

The term $i=b$ vanishes because $v_b=0$, and the others are nonnegative, so every term is zero. But $W_{ba}v_a>0$, a contradiction. In the code, `by_contra` makes the supposition, `hterm` collects the signs, and `hzero` extracts the term at $a$.

```lean
/-- In a connected network with nonnegative off-diagonal rates, a nonnegative stationary vector
that populates one state populates all of them. -/
theorem pos_of_connected {W : Matrix n n ℝ} (hW : ∀ i j, i ≠ j → 0 ≤ W i j)
    (hc : Connected W) {v : n → ℝ} (hv : ∀ i, 0 ≤ v i) (hst : W *ᵥ v = 0) {a : n}
    (ha : 0 < v a) (i : n) : 0 < v i := by
  have hpath := hc a i
  induction hpath with
  | refl => exact ha
  | tail _ hstep ih => exact pos_of_jump hW hv hst ih hstep
```

Population therefore spreads along any path $a\to\dots\to i$. The `induction` follows the path: `refl` is the path of length zero, and `tail` adds one jump, handled by `pos_of_jump`.

```lean
/-- In a connected network with nonnegative off-diagonal rates, every state has positive
probability in a stationary distribution. -/
theorem stationary_pos {W : Matrix n n ℝ} (hW : ∀ i j, i ≠ j → 0 ≤ W i j)
    (hc : Connected W) {p : n → ℝ} (hp : IsStationaryDistribution W p) (i : n) :
    0 < p i := by
  -- total probability one requires some populated state
  have hex : ∃ a, 0 < p a := by
    by_contra hno
    push Not at hno
    have hle : ∑ i, p i ≤ 0 := Finset.sum_nonpos (fun i _ => hno i)
    linarith [hp.sum_one]
  obtain ⟨a, ha⟩ := hex
  exact pos_of_connected hW hc hp.nonneg hp.stationary ha i
```

If no $p_a$ were positive, then $\sum_i p_i\le 0$, contradicting $\sum_i p_i=1$. So some state is populated, and by the previous theorem all are.

```lean
/-- In a connected network with nonnegative off-diagonal rates and a stationary distribution `p`,
every real vector `v` with `W v = 0`, whatever its signs, is `p` times the sum of the
entries of `v`. -/
theorem kernel_eq_smul {W : Matrix n n ℝ} (hW : ∀ i j, i ≠ j → 0 ≤ W i j)
    (hc : Connected W) {p : n → ℝ} (hp : IsStationaryDistribution W p)
    {v : n → ℝ} (hv : W *ᵥ v = 0) : v = (∑ i, v i) • p := by
  have hpos := stationary_pos hW hc hp
  have hne : Nonempty n := by
    by_contra hno
    rw [not_nonempty_iff] at hno
    have h1 := hp.sum_one
    simp at h1
  -- the smallest ratio `v i / p i`
  obtain ⟨c, a, hle, hca⟩ : ∃ c a, (∀ i, c * p i ≤ v i) ∧ v a = c * p a := by
    obtain ⟨a, ha⟩ := Finite.exists_min (fun i => v i / p i)
    exact ⟨v a / p a, a, fun i => (le_div_iff₀ (hpos i)).1 (ha i),
      (div_mul_cancel₀ (v a) (hpos a).ne').symm⟩
  have hu : W *ᵥ (v - c • p) = 0 := by
    rw [Matrix.mulVec_sub, Matrix.mulVec_smul, hv, hp.stationary, smul_zero, sub_zero]
  have hu0 : ∀ i, 0 ≤ (v - c • p) i := fun i => by
    simpa only [Pi.sub_apply, Pi.smul_apply, smul_eq_mul, sub_nonneg] using hle i
  -- the remainder is empty at `a`, hence empty everywhere
  have hvc : ∀ i, v i = c * p i := by
    intro i
    by_contra hi
    have hlt : 0 < (v - c • p) i := by
      simpa only [Pi.sub_apply, Pi.smul_apply, smul_eq_mul, sub_pos] using
        lt_of_le_of_ne (hle i) (Ne.symm hi)
    have hapos := pos_of_connected hW hc hu0 hu hlt a
    simp only [Pi.sub_apply, Pi.smul_apply, smul_eq_mul] at hapos
    linarith
  have hs : ∑ i, v i = c := by
    rw [Finset.sum_congr rfl (fun i _ => hvc i), ← Finset.mul_sum, hp.sum_one, mul_one]
  rw [hs]
  funext i
  exact hvc i
```

This theorem describes every real solution of $Wv=0$, whatever its signs: $v=(\sum_i v_i)\,p$. Since all $p_i>0$, we may set

$$c=\min_i \frac{v_i}{p_i}=\frac{v_a}{p_a},\qquad u=v-cp .$$

Then $u\ge 0$, $u_a=0$ and $Wu=Wv-cWp=0$. If some $u_i$ were positive, `pos_of_connected` would give $u_a>0$, which is false. Hence $u=0$ and $v=cp$; summing gives $\sum_i v_i=c$. In Lean, `Finite.exists_min` supplies $a$, `hu` and `hu0` state $Wu=0$ and $u\ge 0$, `hca` encodes $u_a=0$, `hvc` gives $v_i=cp_i$, and `hs` identifies $c$.

For a finite rate model with constant, connected rates and a stationary distribution, any nonzero null vector of $W$ found by linear algebra thus needs only division by its sum to give the stationary populations.

```lean
/-- If all off-diagonal rates are strictly positive, a stationary distribution gives every state
positive probability, and any other stationary distribution coincides with it. -/
theorem stationary_pos_and_unique {W : Matrix n n ℝ} (hW : ∀ i j, i ≠ j → 0 < W i j)
    {p : n → ℝ} (hp : IsStationaryDistribution W p) :
    (∀ i, 0 < p i) ∧ ∀ q, IsStationaryDistribution W q → q = p := by
  have hW' : ∀ i j, i ≠ j → 0 ≤ W i j := fun i j h => (hW i j h).le
  -- every state is reached from every other in a single jump
  have hc : Connected W := by
    intro i j
    by_cases h : i = j
    · rw [h]
    · exact Relation.ReflTransGen.single (hW j i (Ne.symm h))
  refine ⟨stationary_pos hW' hc hp, fun q hq => ?_⟩
  have h := kernel_eq_smul hW' hc hp hq.stationary
  rwa [hq.sum_one, one_smul] at h
```

If all off-diagonal rates are strictly positive, a single jump joins any two distinct states, so the network is connected. Positivity follows from `stationary_pos`. For a second stationary distribution $q$, the kernel theorem gives $q=(\sum_i q_i)\,p=p$. This last step uses only `Connected W` and nonnegative off-diagonal rates, so uniqueness holds under those weaker hypotheses too.

```lean
/-- In a connected network with nonnegative off-diagonal rates and zero column sums, detailed
balance with respect to the weights `exp (-β E i)` makes every stationary distribution the
Boltzmann distribution. -/
theorem stationary_eq_boltzmann {W : Matrix n n ℝ} (hW : ∀ i j, i ≠ j → 0 ≤ W i j)
    (hc : Connected W) (hcol : ∀ j, ∑ i, W i j = 0) (β : ℝ) (E : n → ℝ)
    (hdb : ∀ i j, W i j * Real.exp (-β * E j) = W j i * Real.exp (-β * E i))
    {p : n → ℝ} (hp : IsStationaryDistribution W p) (i : n) :
    p i = Real.exp (-β * E i) / ∑ j, Real.exp (-β * E j) := by
  -- detailed balance turns the net flow into a column sum
  have hker : W *ᵥ (fun j => Real.exp (-β * E j)) = 0 := by
    funext k
    change ∑ j, W k j * Real.exp (-β * E j) = 0
    rw [Finset.sum_congr rfl (fun j _ => hdb k j), ← Finset.sum_mul, hcol, zero_mul]
  have h := congrFun (kernel_eq_smul hW hc hp hker) i
  simp only [Pi.smul_apply, smul_eq_mul] at h
  have hZ : 0 < ∑ j, Real.exp (-β * E j) :=
    Finset.sum_pos (fun j _ => Real.exp_pos _) ⟨i, Finset.mem_univ i⟩
  rw [eq_div_iff hZ.ne', h, mul_comm]
```

Let $E_i$ be the energy of state $i$. The hypothesis `hdb` is detailed balance, $W_{ij}e^{-\beta E_j}=W_{ji}e^{-\beta E_i}$. It stands for jumps driven by a single heat bath at inverse temperature $\beta$, where the flows between each pair of states cancel at equilibrium. It is assumed here, not derived from a microscopic model. With $w_j=e^{-\beta E_j}$ and zero column sums,

$$(Ww)_k=\sum_j W_{kj}w_j=\sum_j W_{jk}w_k=w_k\sum_j W_{jk}=0 .$$

This is `hker`. The kernel theorem now gives $w=Zp$ with $Z=\sum_j w_j>0$, so $p_i=e^{-\beta E_i}/Z$.

```lean
/-- The one-way cycle `0 → 1 → 2 → 0` with unit rates has nonnegative off-diagonal rates, is
connected, and has the uniform distribution as a stationary distribution. -/
theorem cycle_witness :
    (∀ i j : Fin 3, i ≠ j → 0 ≤ (!![-1, 0, 1; 1, -1, 0; 0, 1, -1] : Matrix _ _ ℝ) i j) ∧
    Connected (!![-1, 0, 1; 1, -1, 0; 0, 1, -1] : Matrix (Fin 3) (Fin 3) ℝ) ∧
    IsStationaryDistribution !![-1, 0, 1; 1, -1, 0; 0, 1, -1] ![1 / 3, 1 / 3, 1 / 3] := by
  refine ⟨?_, ?_, ?_, ?_, ?_⟩
  · intro i j h
    fin_cases i <;> fin_cases j <;> simp at h ⊢
  · let r : Fin 3 → Fin 3 → Prop := fun a b =>
      0 < (!![-1, 0, 1; 1, -1, 0; 0, 1, -1] : Matrix (Fin 3) (Fin 3) ℝ) b a
    have h01 : Relation.ReflTransGen r 0 1 := .single (by simp [r])
    have h12 : Relation.ReflTransGen r 1 2 := .single (by simp [r])
    have h20 : Relation.ReflTransGen r 2 0 := .single (by simp [r])
    intro i j
    fin_cases i <;> fin_cases j
    · exact .refl
    · exact h01
    · exact h01.trans h12
    · exact h12.trans h20
    · exact .refl
    · exact h12
    · exact h20
    · exact h20.trans h01
    · exact .refl
  · intro i
    fin_cases i <;> norm_num
  · norm_num [Fin.sum_univ_succ]
  · ext i
    fin_cases i <;> norm_num [Matrix.mulVec, dotProduct, Fin.sum_univ_succ]
```

Connectivity is weaker than strict positivity of all rates. In the cycle $0\to1\to2\to0$ the reverse rates vanish, yet every state reaches every other. The proof checks the entries by `fin_cases` and joins the three jumps into the required paths. Each row of $W$ applied to $(1/3,1/3,1/3)$ gives $-1/3+1/3=0$.

```lean
/-- When state `0` decays at unit rates into two traps `1` and `2`, every division of the
population between the traps is a stationary distribution with state `0` empty. -/
theorem two_traps_not_unique (s : ℝ) (h0 : 0 ≤ s) (h1 : s ≤ 1) :
    IsStationaryDistribution !![-2, 0, 0; 1, 0, 0; 1, 0, 0] ![0, s, 1 - s] := by
  refine ⟨?_, ?_, ?_⟩
  · intro i
    fin_cases i <;> simp [h0, h1]
  · simp [Fin.sum_univ_succ]
  · ext i
    fin_cases i <;> simp [Matrix.mulVec, dotProduct, Fin.sum_univ_succ]

end MasterEquationStationary
```

Here state $0$ feeds states $1$ and $2$, which have no exits. Only the first column of $W$ is nonzero, so $Wp=p_0\,(-2,1,1)=0$ whenever $p_0=0$. Every $p=(0,s,1-s)$ with $0\le s\le1$ is therefore stationary, and both positivity and uniqueness fail. The off-diagonal rates are nonnegative, the column sums are zero, and state $0$ reaches all the others. Reachability from one state is thus not enough to replace reachability between all pairs.

```lean
#print axioms MasterEquationStationary.stationary_pos_and_unique
-- 'MasterEquationStationary.stationary_pos_and_unique' depends on axioms: [propext, Classical.choice, Quot.sound]
#print axioms MasterEquationStationary.stationary_eq_boltzmann
-- 'MasterEquationStationary.stationary_eq_boltzmann' depends on axioms: [propext, Classical.choice, Quot.sound]
#print axioms MasterEquationStationary.two_traps_not_unique
-- 'MasterEquationStationary.two_traps_not_unique' depends on axioms: [propext, Classical.choice, Quot.sound]
```
